# Real Drift–Kick Splittings of Third Order on a Test System Step Backward in Both Flows

A splitting method is usually said to have third order if it has that order on every smooth system. Here we ask for third order on a single system. It has two real coordinates, q and z, whose equations of motion are the sum of a drift and a kick:

drift: q′ = 1, z′ = 0

kick: q′ = −1, z′ = q²

sum: q′ = 0, z′ = q²

A splitting step of size h runs the drift for time a₀h, the kick for b₀h, the drift for a₁h, and so on, ending with the drift for aₛh. There are s kicks, and the weights aⱼ and bᵢ are arbitrary real numbers. Third order means that, from each starting point, the error of one step is at most C h⁴ for 0 < h ≤ 1, where C may depend on the point.

The claim is that every splitting of third order on this system has some aⱼ < 0 and some bᵢ < 0. A plain drift–kick integrator of the kind used in molecular dynamics therefore runs both flows backward during part of each step if its weights give third order on this two-variable model. Newtonian drifts and kicks can be run backward, but a diffusive flow in general cannot, so such weights are unsuitable when one of the flows is diffusive.

## Two groupings of one sum of cubes

Let wᵢ be the drift weight minus the kick weight accumulated just before kick i:

w₀ = a₀, wᵢ₊₁ = wᵢ − bᵢ + aᵢ₊₁

Starting from q, kick i begins at q + wᵢh and lowers the position by bᵢh. Since z′ = q² and q′ = −1 during the kick, z gains

[(q + wᵢh)³ − (q + wᵢh − bᵢh)³]/3

With vᵢ = bᵢ − wᵢ, this expands to

h q² bᵢ + h² q (wᵢ² − vᵢ²) + (h³/3)(wᵢ³ + vᵢ³)

The whole step therefore moves q by wₛh and adds the sum of these gains to z. The exact motion leaves q fixed and adds h q² to z.

Compare the two. Starting from q = 0, the errors are wₛh in q and (h³/3) Σ(wᵢ³ + vᵢ³) in z. Neither can be bounded by C h⁴ unless its coefficient vanishes, so wₛ = 0 and Σ(wᵢ³ + vᵢ³) = 0. Adding the z errors from q = 1 and q = −1 cancels the h² term and leaves 2(Σbᵢ − 1)h, so Σbᵢ = 1.

Now use the identity

x³ + y³ = (x + y)[(x + y)²/4 + 3(x − y)²/4]

If x + y is positive, so is x³ + y³; if x + y is zero, so is x³ + y³. Suppose that several pairs have total sum 1 and total cube sum 0, and that no pair has a negative sum. Then every cube sum is nonnegative, hence zero, hence every pair sum is zero, and the total cannot be 1. Some pair must have a negative sum.

The pairs (wᵢ, vᵢ) have sums bᵢ, so some kick weight is negative. For the drifts, group the same numbers as (aⱼ − wⱼ, wⱼ), with sums aⱼ. The first entry is 0 for j = 0 and vⱼ₋₁ afterwards. Because wₛ = 0, the total is again 1 and the total of cubes again 0, so some drift weight is negative.

In terms of numbers c₁, …, c₂ₛ, set c₂ᵢ₊₁ = wᵢ and c₂ᵢ₊₂ = vᵢ. The kick weights are sums of neighbours starting at c₁; the drift weights are c₁, the sums c₂ᵢ + c₂ᵢ₊₁ for 0 < i < s, and c₂ₛ.

The condition on the cubes is essential. The symmetric scheme a = (1/2, 1/2), b₀ = 1 gives c = (1/2, 1/2), with sum 1 and cube sum 1/4. All its weights are positive, and its z error on the test system is h³/12. With one kick, third order is in fact impossible: c₁³ + c₂³ = 0 forces c₂ = −c₁, contradicting c₁ + c₂ = 1.

## Negative pairs in Lean

```lean
import Mathlib

open Finset

namespace BackwardSplitting

noncomputable section
```

The first theorem is the pair argument. It assumes that no pair sum is negative, factors the cubes with `ring`, and uses `sum_eq_zero_iff_of_nonneg` to make each cube sum vanish.

```lean
/-- If pairs of real numbers have total sum 1 and total sum of cubes 0, then some pair has a
negative sum. -/
theorem exists_negative_pair (n : ℕ) (x y : ℕ → ℝ)
    (hsum : ∑ i ∈ range n, (x i + y i) = 1)
    (hcube : ∑ i ∈ range n, (x i ^ 3 + y i ^ 3) = 0) :
    ∃ i, i < n ∧ x i + y i < 0 := by
  by_contra hneg
  have hp : ∀ i ∈ range n, 0 ≤ x i + y i := fun i hi =>
    le_of_not_gt fun h => hneg ⟨i, mem_range.mp hi, h⟩
  have factor : ∀ i, x i ^ 3 + y i ^ 3 =
      (x i + y i) * ((x i + y i) ^ 2 / 4 + 3 * (x i - y i) ^ 2 / 4) := fun i => by ring
  have hc : ∀ i ∈ range n, 0 ≤ x i ^ 3 + y i ^ 3 := fun i hi => by
    rw [factor i]
    exact mul_nonneg (hp i hi) (by positivity)
  -- all cube sums vanish, hence all pair sums vanish
  have hz := (sum_eq_zero_iff_of_nonneg hc).mp hcube
  have h0 : ∑ i ∈ range n, (x i + y i) = 0 := sum_eq_zero fun i hi => by
    by_contra hne
    have pos : 0 < x i + y i := lt_of_le_of_ne (hp i hi) (Ne.symm hne)
    have hprod : 0 < x i ^ 3 + y i ^ 3 := by
      rw [factor i]
      exact mul_pos pos (by positivity)
    exact hprod.ne' (hz i hi)
  linarith
```

The next lemma takes a sum two terms at a time, by induction.

```lean
/-- A sum over an even number of terms, taken two at a time. -/
theorem sum_pairs (f : ℕ → ℝ) (n : ℕ) :
    ∑ k ∈ range (2 * n), f k = ∑ i ∈ range n, (f (2 * i) + f (2 * i + 1)) := by
  induction n with
  | zero => simp
  | succ n ih =>
    rw [show 2 * (n + 1) = 2 * n + 1 + 1 by omega, sum_range_succ, sum_range_succ, ih,
      sum_range_succ]
    ring
```

The statement about the numbers c follows. Its kick part applies the pair theorem directly. For the drift part, `d` pads the list with a zero at each end, which shifts the pairing by one place; `T` shows that the padding changes neither the sum nor the sum of cubes. The final case split locates the negative pair at the left end, in the interior or at the right end.

```lean
/-- If `c 1, ..., c (2s)` have sum 1 and sum of cubes 0, then some kick weight
`c (2i+1) + c (2i+2)` is negative, and so is some drift weight among `c 1`,
`c (2i) + c (2i+1)` and `c (2s)`. -/
theorem negative_kick_and_drift (s : ℕ) (c : ℕ → ℝ)
    (hsum : ∑ k ∈ range (2 * s), c (k + 1) = 1)
    (hcube : ∑ k ∈ range (2 * s), c (k + 1) ^ 3 = 0) :
    (∃ i, i < s ∧ c (2 * i + 1) + c (2 * i + 2) < 0) ∧
    (c 1 < 0 ∨ (∃ i, 0 < i ∧ i < s ∧ c (2 * i) + c (2 * i + 1) < 0) ∨ c (2 * s) < 0) := by
  constructor
  · exact exists_negative_pair s (fun i => c (2 * i + 1)) (fun i => c (2 * i + 2))
      ((sum_pairs (fun k => c (k + 1)) s).symm.trans hsum)
      ((sum_pairs (fun k => c (k + 1) ^ 3) s).symm.trans hcube)
  · have hs : 0 < s := by
      rcases Nat.eq_zero_or_pos s with h | h
      · subst h
        simp at hsum
      · exact h
    -- pad the weights by a zero at both ends and pair them with a shift
    obtain ⟨d, hdef⟩ : ∃ d : ℕ → ℝ, ∀ k, d k = if k = 0 ∨ k = 2 * s + 1 then 0 else c k :=
      ⟨_, fun _ => rfl⟩
    have d0 : d 0 = 0 := by simp [hdef]
    have dl : d (2 * s + 1) = 0 := by simp [hdef]
    have hd : ∀ k, 0 < k → k ≤ 2 * s → d k = c k := fun k h1 h2 => by
      rw [hdef, if_neg (by omega)]
    have T : ∀ g : ℝ → ℝ, g 0 = 0 → ∑ j ∈ range (s + 1), (g (d (2 * j)) + g (d (2 * j + 1)))
        = ∑ k ∈ range (2 * s), g (c (k + 1)) := by
      intro g g0
      have e := sum_pairs (fun k => g (d k)) (s + 1)
      rw [show 2 * (s + 1) = 2 * s + 1 + 1 by omega, sum_range_succ, sum_range_succ'] at e
      simp only [d0, dl, g0, add_zero] at e
      rw [← e]
      refine sum_congr rfl fun k hk => ?_
      have hk' := mem_range.mp hk
      rw [hd (k + 1) (by omega) (by omega)]
    obtain ⟨j, hj, hlt⟩ := exists_negative_pair (s + 1) (fun j => d (2 * j))
      (fun j => d (2 * j + 1)) ((T (fun r => r) rfl).trans hsum)
      ((T (fun r => r ^ 3) (by norm_num)).trans hcube)
    have hlt' : d (2 * j) + d (2 * j + 1) < 0 := hlt
    rcases Nat.eq_zero_or_pos j with h | h
    · subst h
      simp only [mul_zero, zero_add] at hlt'
      rw [d0, hd 1 (by omega) (by omega)] at hlt'
      left
      linarith
    · right
      rcases Nat.lt_or_ge j s with h' | h'
      · rw [hd _ (by omega) (by omega), hd _ (by omega) (by omega)] at hlt'
        exact Or.inl ⟨j, h, h', hlt'⟩
      · have hjs : j = s := by omega
        subst hjs
        rw [dl, hd _ (by omega) (by omega)] at hlt'
        right
        linarith
```

## The splitting step and its order

`splitStep` is the composition for any two maps `D` and `K` that depend on a time. With `s = 0` it is a single drift. Since weights may be zero, schemes that begin or end with a kick are included.

```lean
/-- One step of size `h` of the splitting that alternates the flows `D` (drift, weights
`a 0, ..., a s`) and `K` (kick, weights `b 0, ..., b (s-1)`), beginning and ending with `D`. -/
def splitStep {X : Type*} (D K : ℝ → X → X) (a b : ℕ → ℝ) : ℕ → ℝ → X → X
  | 0, h, x => D (a 0 * h) x
  | s + 1, h, x => D (a (s + 1) * h) (K (b s * h) (splitStep D K a b s h x))
```

`IsThirdOrder` states the one-step bound against a map `E`, with the constant `C` chosen after the starting point `x`.

```lean
/-- The splitting is of third order for the exact flow `E`: from each starting point the error
of one step is at most a constant times `h ^ 4` for `0 < h ≤ 1`. -/
def IsThirdOrder {X : Type*} [NormedAddCommGroup X] (D K E : ℝ → X → X) (a b : ℕ → ℝ)
    (s : ℕ) : Prop :=
  ∀ x, ∃ C : ℝ, ∀ h : ℝ, 0 < h → h ≤ 1 → ‖splitStep D K a b s h x - E h x‖ ≤ C * h ^ 4
```

`IsFlow` requires a map to be the identity at time zero and to solve the differential equation at every time.

```lean
/-- `Φ` is the flow of the vector field `F` in the plane. -/
def IsFlow (F : ℝ × ℝ → ℝ × ℝ) (Φ : ℝ → ℝ × ℝ → ℝ × ℝ) : Prop :=
  ∀ x, Φ 0 x = x ∧ ∀ t, HasDerivAt (fun τ => Φ τ x) (F (Φ t x)) t
```

A point `x` of `ℝ × ℝ` has q as `x.1` and z as `x.2`. The two fields and the three explicit motions are as follows.

```lean
/-- Drift field of the test system: `q' = 1`, `z' = 0`. -/
def driftField (_ : ℝ × ℝ) : ℝ × ℝ := (1, 0)

/-- Kick field of the test system: `q' = -1`, `z' = q ^ 2`. -/
def kickField (x : ℝ × ℝ) : ℝ × ℝ := (-1, x.1 ^ 2)

/-- Drift for a time `t`. -/
def driftFlow (t : ℝ) (x : ℝ × ℝ) : ℝ × ℝ := (x.1 + t, x.2)

/-- Kick for a time `t`. -/
def kickFlow (t : ℝ) (x : ℝ × ℝ) : ℝ × ℝ := (x.1 - t, x.2 + (x.1 ^ 3 - (x.1 - t) ^ 3) / 3)

/-- Exact motion of the test system for a time `t`. -/
def totalFlow (t : ℝ) (x : ℝ × ℝ) : ℝ × ℝ := (x.1, x.2 + t * x.1 ^ 2)
```

Differentiating the formulas confirms that they solve the intended equations.

```lean
/-- The three explicit maps are the flows of the drift field, the kick field and their sum. -/
theorem test_flows : IsFlow driftField driftFlow ∧ IsFlow kickField kickFlow ∧
    IsFlow (fun x => driftField x + kickField x) totalFlow := by
  refine ⟨fun x => ⟨by simp [driftFlow], fun t => ?_⟩,
    fun x => ⟨by simp [kickFlow], fun t => ?_⟩, fun x => ⟨by simp [totalFlow], fun t => ?_⟩⟩
  · exact ((hasDerivAt_id' t).const_add x.1).prodMk (hasDerivAt_const t x.2)
  · have h1 : HasDerivAt (fun τ : ℝ => x.1 - τ) (-1) t := (hasDerivAt_id' t).const_sub x.1
    have h2 := (((h1.fun_pow 3).const_sub (x.1 ^ 3)).div_const 3).const_add x.2
    refine (h1.prodMk h2).congr_deriv (Prod.ext rfl ?_)
    change -(((3 : ℕ) : ℝ) * (x.1 - t) ^ 2 * -1) / 3 = (x.1 - t) ^ 2
    push_cast
    ring
  · have h2 := ((hasDerivAt_id' t).mul_const (x.1 ^ 2)).const_add x.2
    refine ((hasDerivAt_const t x.1).prodMk h2).congr_deriv ?_
    simp [driftField, kickField, totalFlow]
```

This kick also moves q, unlike the kick of a Newtonian particle. The theorem asks for third order on this system; how that relates to third order on Newtonian systems is not treated here. Complex weights and kicks modified by commutators are not covered either.

## From the error bound to the weights

`offset a b i` is wᵢ.

```lean
/-- Total drift weight up to stage `i` minus the total kick weight before it. -/
def offset (a b : ℕ → ℝ) : ℕ → ℝ
  | 0 => a 0
  | i + 1 => a (i + 1) - b i + offset a b i
```

The closed form of the step is proved by induction on the number of kicks; `ring` carries out the expansion made above.

```lean
/-- Closed form of a splitting step on the test system; its `h ^ 3` term carries one third of a
sum of cubes. -/
theorem splitStep_test (a b : ℕ → ℝ) (s : ℕ) (h : ℝ) (x : ℝ × ℝ) :
    splitStep driftFlow kickFlow a b s h x = (x.1 + offset a b s * h,
      x.2 + h * x.1 ^ 2 * ∑ i ∈ range s, b i
        + h ^ 2 * x.1 * ∑ i ∈ range s, (offset a b i ^ 2 - (b i - offset a b i) ^ 2)
        + h ^ 3 / 3 * ∑ i ∈ range s, (offset a b i ^ 3 + (b i - offset a b i) ^ 3)) := by
  induction s with
  | zero => simp [splitStep, driftFlow, offset]
  | succ s ih =>
    rw [splitStep, ih]
    simp only [driftFlow, kickFlow, offset, sum_range_succ, Prod.mk.injEq]
    constructor <;> ring
```

To extract coefficients, the next lemma reduces the bound to |α| ≤ C h. If α were nonzero, the choice h = |α|/(2C) would give |α| ≤ |α|/2.

```lean
/-- A term `α h ^ k` with `k ≤ 3` that is bounded by `C h ^ 4` for `0 < h ≤ 1` vanishes. -/
theorem coeff_eq_zero {α C : ℝ} {k : ℕ} (hk : k ≤ 3)
    (H : ∀ h : ℝ, 0 < h → h ≤ 1 → |α * h ^ k| ≤ C * h ^ 4) : α = 0 := by
  have key : ∀ h : ℝ, 0 < h → h ≤ 1 → |α| ≤ C * h := by
    intro h h0 h1
    have e := H h h0 h1
    rw [abs_mul, abs_of_pos (pow_pos h0 k)] at e
    have m : |α| * h ^ 3 ≤ |α| * h ^ k :=
      mul_le_mul_of_nonneg_left (pow_le_pow_of_le_one h0.le h1 hk) (abs_nonneg α)
    have r : C * h * h ^ 3 = C * h ^ 4 := by ring
    exact le_of_mul_le_mul_right (r ▸ m.trans e) (pow_pos h0 3)
  by_contra hα
  have p : 0 < |α| := abs_pos.mpr hα
  have c1 := key 1 one_pos le_rfl
  have hC : 0 < C := by linarith
  have e := key (|α| / (2 * C)) (div_pos p (by positivity))
    (by rw [div_le_one (by positivity)]; linarith)
  have r : C * (|α| / (2 * C)) = |α| / 2 := by field_simp
  linarith
```

The order conditions are derived from the error bound at q = 0, 1 and −1. Each component of the error is at most its norm, and the triangle inequality handles the sum of the last two errors.

```lean
/-- Third order on the test system forces equal total drift and kick weights, total kick
weight 1, and a vanishing sum of cubes. -/
theorem order_conditions {a b : ℕ → ℝ} {s : ℕ}
    (H : IsThirdOrder driftFlow kickFlow totalFlow a b s) :
    offset a b s = 0 ∧ ∑ i ∈ range s, b i = 1 ∧
      ∑ i ∈ range s, (offset a b i ^ 3 + (b i - offset a b i) ^ 3) = 0 := by
  obtain ⟨C0, H0⟩ := H (0, 0)
  obtain ⟨C1, H1⟩ := H (1, 0)
  obtain ⟨C2, H2⟩ := H (-1, 0)
  have hq : offset a b s = 0 := coeff_eq_zero (k := 1) (C := C0) (by norm_num) fun h h0 h1 => by
    have r : (splitStep driftFlow kickFlow a b s h (0, 0) - totalFlow h (0, 0)).1
        = offset a b s * h ^ 1 := by
      simp only [splitStep_test, totalFlow, Prod.fst_sub]
      ring
    rw [← r, ← Real.norm_eq_abs]
    exact (norm_fst_le _).trans (H0 h h0 h1)
  have hN : (∑ i ∈ range s, (offset a b i ^ 3 + (b i - offset a b i) ^ 3)) / 3 = 0 :=
    coeff_eq_zero (k := 3) (C := C0) le_rfl fun h h0 h1 => by
      have r : (splitStep driftFlow kickFlow a b s h (0, 0) - totalFlow h (0, 0)).2
          = (∑ i ∈ range s, (offset a b i ^ 3 + (b i - offset a b i) ^ 3)) / 3 * h ^ 3 := by
        simp only [splitStep_test, totalFlow, Prod.snd_sub]
        ring
      rw [← r, ← Real.norm_eq_abs]
      exact (norm_snd_le _).trans (H0 h h0 h1)
  -- adding the errors from q = 1 and q = -1 removes the quadratic term
  have hb : 2 * (∑ i ∈ range s, b i - 1) = 0 :=
    coeff_eq_zero (k := 1) (C := C1 + C2) (by norm_num) fun h h0 h1 => by
      have r : (splitStep driftFlow kickFlow a b s h (1, 0) - totalFlow h (1, 0)).2
          + (splitStep driftFlow kickFlow a b s h (-1, 0) - totalFlow h (-1, 0)).2
          = 2 * (∑ i ∈ range s, b i - 1) * h ^ 1 := by
        simp only [splitStep_test, totalFlow, Prod.snd_sub]
        linear_combination (2 * h ^ 3) * hN
      rw [← r, ← Real.norm_eq_abs, add_mul]
      exact (norm_add_le _ _).trans (add_le_add ((norm_snd_le _).trans (H1 h h0 h1))
        ((norm_snd_le _).trans (H2 h h0 h1)))
  exact ⟨hq, by linarith, by linarith⟩
```

In the main theorem, `A1` and `A3` prove by induction that regrouping around the drifts preserves the sum and the sum of cubes, up to terms in the final offset, which is zero. The pair theorem is then applied once to each grouping.

```lean
/-- Every splitting with real weights that is of third order on the test system has a negative
drift weight and a negative kick weight. -/
theorem third_order_steps_backward {a b : ℕ → ℝ} {s : ℕ}
    (H : IsThirdOrder driftFlow kickFlow totalFlow a b s) :
    (∃ j, j ≤ s ∧ a j < 0) ∧ (∃ i, i < s ∧ b i < 0) := by
  obtain ⟨hq, hb, hN⟩ := order_conditions H
  -- regroup the same cubes around the drifts
  have A1 : ∀ n, ∑ j ∈ range (n + 1), (a j - offset a b j + offset a b j)
      = ∑ i ∈ range n, b i + offset a b n := by
    intro n
    induction n with
    | zero => simp [offset]
    | succ n ih =>
      rw [sum_range_succ, ih, sum_range_succ]
      simp only [offset]
      ring
  have A3 : ∀ n, ∑ j ∈ range (n + 1), ((a j - offset a b j) ^ 3 + offset a b j ^ 3)
      = ∑ i ∈ range n, (offset a b i ^ 3 + (b i - offset a b i) ^ 3) + offset a b n ^ 3 := by
    intro n
    induction n with
    | zero => simp [offset]
    | succ n ih =>
      rw [sum_range_succ, ih, sum_range_succ]
      simp only [offset]
      ring
  constructor
  · obtain ⟨j, hj, hlt⟩ := exists_negative_pair (s + 1) (fun j => a j - offset a b j)
      (offset a b) (by rw [A1 s, hb, hq, add_zero]) (by rw [A3 s, hN, hq]; norm_num)
    exact ⟨j, by omega, by linarith⟩
  · obtain ⟨i, hi, hlt⟩ := exists_negative_pair s (offset a b) (fun i => b i - offset a b i)
      (by rw [← hb]; exact sum_congr rfl fun i _ => by ring) hN
    exact ⟨i, hi, by linarith⟩
```

## Ruth's weights as an example

Ruth's three-kick scheme shows that the hypothesis can be met.

```lean
/-- Drift weights 7/24, 3/4, -1/24, 0 of Ruth's third-order splitting. -/
def ruthDrift : ℕ → ℝ
  | 0 => 7 / 24
  | 1 => 3 / 4
  | 2 => -1 / 24
  | _ => 0

/-- Kick weights 2/3, -2/3, 1 of Ruth's third-order splitting. -/
def ruthKick : ℕ → ℝ
  | 0 => 2 / 3
  | 1 => -2 / 3
  | _ => 1
```

Here c = (7/24, 3/8, 3/8, −25/24, 1, 0), with sum 1 and cube sum 0. The negative weights are a₂ = −1/24 and b₁ = −2/3. On the test system the step agrees with the exact motion, so the proof takes the error constant to be 0.

```lean
/-- Ruth's splitting is of third order on the test system. -/
theorem third_order_witness :
    IsThirdOrder driftFlow kickFlow totalFlow ruthDrift ruthKick 3 := by
  intro x
  refine ⟨0, fun h _ _ => ?_⟩
  have e : splitStep driftFlow kickFlow ruthDrift ruthKick 3 h x = totalFlow h x := by
    change driftFlow (0 * h) (kickFlow (1 * h) (driftFlow (-1 / 24 * h) (kickFlow (-2 / 3 * h)
      (driftFlow (3 / 4 * h) (kickFlow (2 / 3 * h) (driftFlow (7 / 24 * h) x)))))) = _
    simp only [driftFlow, kickFlow, totalFlow, Prod.mk.injEq]
    constructor <;> ring
  rw [e, sub_self, norm_zero, zero_mul]

end

end BackwardSplitting
```

```lean
#print axioms BackwardSplitting.negative_kick_and_drift
#print axioms BackwardSplitting.test_flows
#print axioms BackwardSplitting.third_order_steps_backward
```

```
'BackwardSplitting.negative_kick_and_drift' depends on axioms: [propext, Classical.choice, Quot.sound]
'BackwardSplitting.test_flows' depends on axioms: [propext, Classical.choice, Quot.sound]
'BackwardSplitting.third_order_steps_backward' depends on axioms: [propext, Classical.choice, Quot.sound]
```
